# The single midgap state of a tanh kink in a Peierls chain

In the non-interacting continuum model, a Peierls chain whose bond alternation follows the prescribed kink $D(x)=D_0\tanh(x/\xi)$, with $v,D_0>0$ and $\xi=v/D_0$, has exactly one bound state with energy in $|E|\le D_0$, up to a constant factor. It lies at $E=0$, lives on one sublattice and has an envelope proportional to $\operatorname{sech}(x/\xi)$. It is the midgap level of a domain wall between the two bond-alternation patterns.

## Setting

Let $f$ and $g$ be the slowly varying complex envelopes of the wave function on the two sublattices, at position $x$ on the infinite line. The rapidly varying factor that belongs to the Fermi wave vector is left out, and the envelopes are called amplitudes below. The parameter $v$ is the Fermi velocity with $\hbar=1$, $D_0$ is half the gap far from the kink, and $E$ is a real energy measured from midgap. Both $v$ and $D_0$ are positive throughout, although some of the lemmas need less. The stationary equations are

$$v f' + D f = E g,\qquad -v g' + D g = E f .$$

```lean
import Mathlib

open MeasureTheory Filter Topology

namespace PeierlsKinkMidgap

noncomputable section
```

The kink is written with $x/\xi=(D_0/v)x$.

```lean
/-- The kink `D(x) = D0 tanh(x/ξ)` of the bond alternation, with `ξ = v/D0`. -/
def kink (v D0 x : ℝ) : ℝ := D0 * Real.tanh (D0 / v * x)
```

The candidate bound state, not yet normalised, has the profile called `soliton` in the code. The name is only a label: in the physics of Peierls chains the soliton is usually the kink itself, and this function is the electronic amplitude bound to it.

```lean
/-- The profile `sech(x/ξ)`, with `ξ = v/D0`. -/
def soliton (v D0 x : ℝ) : ℝ := (Real.cosh (D0 / v * x))⁻¹
```

`IsStationary v D0 E f g` says that $f$ and $g$ are differentiable everywhere and satisfy both equations at every $x$. The sign `•` multiplies a complex amplitude by a real number.

```lean
/-- The amplitudes `f` and `g` on the two sublattices solve the continuum equations
of the chain with a kink at energy `E`. -/
structure IsStationary (v D0 E : ℝ) (f g : ℝ → ℂ) : Prop where
  diff_f : Differentiable ℝ f
  diff_g : Differentiable ℝ g
  eq_f : ∀ x, v • deriv f x + kink v D0 x • f x = E • g x
  eq_g : ∀ x, -(v • deriv g x) + kink v D0 x • g x = E • f x
```

The kink is given, not found by minimising the lattice energy. Spin is absent, and energies with $|E|>D_0$ are not treated.

## Problems

**(a)** Differentiate $\tanh$.

By the quotient rule, $(\sinh/\cosh)'=(\cosh^2-\sinh^2)/\cosh^2=\operatorname{sech}^2$.

```lean
/-- The derivative of `tanh` is `sech²`. -/
lemma tanh_deriv (x : ℝ) : HasDerivAt Real.tanh (((Real.cosh x)⁻¹) ^ 2) x := by
  have h := (Real.hasDerivAt_sinh x).fun_div (Real.hasDerivAt_cosh x) (Real.cosh_pos x).ne'
  have e : Real.tanh = fun y => Real.sinh y / Real.cosh y :=
    funext Real.tanh_eq_sinh_div_cosh
  rw [e]
  refine h.congr_deriv ?_
  rw [inv_pow, ← one_div]
  congr 1
  linear_combination Real.cosh_sq x
```

**(b)** Express $\sinh$ through $\tanh$.

Multiplying $\tanh u=\sinh u/\cosh u$ by $\cosh u$ gives $\sinh u=\cosh u\tanh u$.

```lean
lemma sinh_eq_mul (u : ℝ) : Real.sinh u = Real.cosh u * Real.tanh u := by
  have hc := (Real.cosh_pos u).ne'
  rw [Real.tanh_eq_sinh_div_cosh]
  field_simp
```

**(c)** Differentiate $y\mapsto ay$.

The slope is $a$; this is the inner derivative in the chain rules below.

```lean
lemma linear_deriv (a x : ℝ) : HasDerivAt (fun y : ℝ => a * y) a x :=
  ((hasDerivAt_id' x).const_mul a).congr_deriv (mul_one a)
```

**(d)** Express $D'$ through $D$.

The chain rule and $\operatorname{sech}^2=1-\tanh^2$ give

$$D'=\frac{D_0^2}{v}\operatorname{sech}^2(x/\xi)=\frac{D_0^2-D^2}{v}.$$

```lean
lemma kink_deriv (v D0 x : ℝ) :
    HasDerivAt (kink v D0) ((D0 ^ 2 - kink v D0 x ^ 2) / v) x := by
  have h : HasDerivAt (kink v D0)
      (D0 * (((Real.cosh (D0 / v * x))⁻¹) ^ 2 * (D0 / v))) x :=
    ((tanh_deriv (D0 / v * x)).comp x (linear_deriv (D0 / v) x)).const_mul D0
  refine h.congr_deriv ?_
  simp only [kink]
  generalize D0 / v * x = u
  have e : ((Real.cosh u)⁻¹) ^ 2 = 1 - Real.tanh u ^ 2 := by
    have hc := mul_inv_cancel₀ (Real.cosh_pos u).ne'
    have hs := Real.cosh_sq u
    rw [Real.tanh_eq_sinh_div_cosh, div_eq_mul_inv]
    generalize (Real.cosh u)⁻¹ = i at *
    linear_combination (-(i ^ 2)) * hs + (Real.cosh u * i + 1) * hc
  rw [e]
  ring
```

**(e)** Show that $D^2+vD'=D_0^2$.

Multiply (d) by $v$ and rearrange. Only $v\neq0$ is needed.

```lean
/-- The kink obeys `D² + v D' = D0²` at every point. -/
theorem kink_identity {v : ℝ} (hv : v ≠ 0) (D0 x : ℝ) :
    kink v D0 x ^ 2 + v * deriv (kink v D0) x = D0 ^ 2 := by
  rw [(kink_deriv v D0 x).deriv]
  have h : v * ((D0 ^ 2 - kink v D0 x ^ 2) / v) = D0 ^ 2 - kink v D0 x ^ 2 := by
    field_simp
  linarith
```

**(f)** Eliminate $f$ and show that $g$ no longer feels the kink.

Differentiate $vg'=Dg-Ef$ and multiply by $v$:

$$v^2g''=vD'g+D\,(vg')-E\,(vf').$$

Insert $vg'=Dg-Ef$ and $vf'=Eg-Df$. The terms in $f$ cancel, which leaves

$$v^2g''=(vD'+D^2-E^2)\,g=(D_0^2-E^2)\,g .$$

In the proof, `hg` and `hf` are the two first-order equations solved for the derivatives, and `h3` is the differentiated equation. The final `module` collects the terms.

```lean
/-- At any energy `E` the amplitude `g` obeys an equation without the kink,
`g'' = ((D0² - E²)/v²) g`. -/
theorem partner_is_free {v D0 E : ℝ} (hv : v ≠ 0) {f g : ℝ → ℂ}
    (h : IsStationary v D0 E f g) (x : ℝ) :
    HasDerivAt (deriv g) (((D0 ^ 2 - E ^ 2) / v ^ 2) • g x) x := by
  have hg : ∀ y, deriv g y = v⁻¹ • (kink v D0 y • g y - E • f y) := fun y => by
    rw [eq_inv_smul_iff₀ hv, ← h.eq_g y]
    module
  have hf : deriv f x = v⁻¹ • (E • g x - kink v D0 x • f x) := by
    rw [eq_inv_smul_iff₀ hv, ← h.eq_f x]
    module
  have h1 : HasDerivAt (fun y => kink v D0 y • g y)
      (kink v D0 x • deriv g x + ((D0 ^ 2 - kink v D0 x ^ 2) / v) • g x) x :=
    (kink_deriv v D0 x).smul (h.diff_g x).hasDerivAt
  have h2 : HasDerivAt (fun y => E • f y) (E • deriv f x) x :=
    (h.diff_f x).hasDerivAt.const_smul E
  have h3 : HasDerivAt (fun y => v⁻¹ • (kink v D0 y • g y - E • f y))
      (v⁻¹ • ((kink v D0 x • deriv g x + ((D0 ^ 2 - kink v D0 x ^ 2) / v) • g x)
        - E • deriv f x)) x := (h1.sub h2).const_smul v⁻¹
  rw [funext hg]
  refine h3.congr_deriv ?_
  rw [hg x, hf]
  module
```

**(g)** Let $g''=kg$ with $k\ge0$. Show that a square-integrable $g$ vanishes.

Put $n=|g|^2$. Then $n'=2\operatorname{Re}(\bar g g')$ and

$$n''=2k|g|^2+2|g'|^2\ge0,$$

so $n$ is convex and $n(x+t)+n(x-t)\ge2n(x)$ for every $t$. The left side is integrable in $t$. If $n(x)$ were positive, a positive constant would be integrable over the whole line, which is impossible.

In Lean, `inner ℝ` is the real part of $\bar g g'$, `hconv` is the convexity, and `hc` is the impossible integrability. The case $k=0$ is included, so the band edges $|E|=D_0$ will be covered.

```lean
/-- For `k ≥ 0` the equation `g'' = k g` has no nonzero square-integrable solution. -/
theorem free_no_bound_state {k : ℝ} (hk : 0 ≤ k) {g g1 : ℝ → ℂ}
    (h1 : ∀ x, HasDerivAt g (g1 x) x) (h2 : ∀ x, HasDerivAt g1 (k • g x) x)
    (hint : Integrable (fun x => ‖g x‖ ^ 2)) (x : ℝ) : g x = 0 := by
  have hd : ∀ x, HasDerivAt (fun y => ‖g y‖ ^ 2) (2 * inner ℝ (g x) (g1 x)) x :=
    fun x => (h1 x).norm_sq
  have hd2 : ∀ x, HasDerivAt (fun y => 2 * inner ℝ (g y) (g1 y))
      (2 * (inner ℝ (g x) (k • g x) + inner ℝ (g1 x) (g1 x))) x :=
    fun x => ((h1 x).inner ℝ (h2 x)).const_mul 2
  -- the density is convex
  have hconv : ConvexOn ℝ Set.univ (fun y => ‖g y‖ ^ 2) := by
    apply Monotone.convexOn_univ_of_deriv (fun x => (hd x).differentiableAt)
    rw [funext fun x => (hd x).deriv]
    apply monotone_of_deriv_nonneg (fun x => (hd2 x).differentiableAt)
    intro x
    rw [(hd2 x).deriv, real_inner_smul_right, real_inner_self_eq_norm_sq,
      real_inner_self_eq_norm_sq]
    positivity
  by_contra hx
  have hpos : 0 < ‖g x‖ ^ 2 := pow_pos (norm_pos_iff.mpr hx) 2
  have hI : Integrable (fun t => ‖g (x + t)‖ ^ 2 + ‖g (x - t)‖ ^ 2) :=
    (hint.comp_add_left x).add (hint.comp_sub_left x)
  -- a positive constant would be integrable on the whole line
  have hc : Integrable (fun _ : ℝ => ‖g x‖ ^ 2) := by
    refine hI.mono' aestronglyMeasurable_const (ae_of_all _ fun t => ?_)
    have h := hconv.2 (Set.mem_univ (x + t)) (Set.mem_univ (x - t))
      (by norm_num : (0 : ℝ) ≤ 1 / 2) (by norm_num : (0 : ℝ) ≤ 1 / 2) (by norm_num)
    have e : (1 / 2 : ℝ) • (x + t) + (1 / 2 : ℝ) • (x - t) = x := by
      simp only [smul_eq_mul]
      ring
    rw [e] at h
    simp only [smul_eq_mul] at h
    rw [Real.norm_of_nonneg hpos.le]
    linarith [sq_nonneg ‖g (x + t)‖, sq_nonneg ‖g (x - t)‖]
  rcases integrable_const_iff.mp hc with h | h
  · exact hpos.ne' h
  · exact absurd h.measure_univ_lt_top (by simp)
```

**(h)** Differentiate $\cosh(ax)$.

The chain rule gives $a\sinh(ax)$.

```lean
lemma cosh_deriv (a x : ℝ) :
    HasDerivAt (fun y => Real.cosh (a * y)) (Real.sinh (a * x) * a) x :=
  (Real.hasDerivAt_cosh (a * x)).comp x (linear_deriv a x)
```

**(i)** Find all solutions of $vf'+Df=0$.

Here $f'=-\xi^{-1}\tanh(x/\xi)\,f$, so

$$\bigl(\cosh(x/\xi)\,f\bigr)'=\cosh(x/\xi)\,f'+\xi^{-1}\sinh(x/\xi)\,f=0 .$$

The product is constant and equals $f(0)$, hence $f(x)=f(0)\operatorname{sech}(x/\xi)$. The zero derivative is `hd`, and `is_const_of_deriv_eq_zero` turns it into constancy. Square-integrability is not assumed.

```lean
/-- Every solution of `v f' + D f = 0` is its value at the origin times `sech(x/ξ)`. -/
theorem zero_mode_unique {v D0 : ℝ} (hv : v ≠ 0) {f : ℝ → ℂ} (hf : Differentiable ℝ f)
    (h : ∀ x, v • deriv f x + kink v D0 x • f x = 0) (x : ℝ) :
    f x = soliton v D0 x • f 0 := by
  have hd : ∀ x, HasDerivAt (fun y => Real.cosh (D0 / v * y) • f y) 0 x := fun x => by
    have hp : HasDerivAt (fun y => Real.cosh (D0 / v * y) • f y)
        (Real.cosh (D0 / v * x) • deriv f x
          + (Real.sinh (D0 / v * x) * (D0 / v)) • f x) x :=
      (cosh_deriv (D0 / v) x).smul (hf x).hasDerivAt
    refine hp.congr_deriv ?_
    have hf1 : deriv f x = v⁻¹ • (-(kink v D0 x • f x)) := by
      rw [eq_inv_smul_iff₀ hv]
      exact eq_neg_of_add_eq_zero_left (h x)
    rw [hf1, sinh_eq_mul]
    simp only [kink]
    module
  have hc := is_const_of_deriv_eq_zero (fun x => (hd x).differentiableAt)
    (fun x => (hd x).deriv) x 0
  simp only [mul_zero, Real.cosh_zero, one_smul] at hc
  rw [soliton, eq_inv_smul_iff₀ (Real.cosh_pos _).ne']
  exact hc
```

**(j)** Check that $s(x)=\operatorname{sech}(x/\xi)$ is a solution.

Differentiating $1/\cosh$ gives $s'=-\xi^{-1}\tanh(x/\xi)\,s=-(D/v)\,s$, which is $vs'+Ds=0$.

```lean
lemma soliton_deriv {v : ℝ} (hv : v ≠ 0) (D0 x : ℝ) :
    HasDerivAt (soliton v D0) (-(kink v D0 x / v) * soliton v D0 x) x := by
  have h : HasDerivAt (soliton v D0)
      (-(Real.sinh (D0 / v * x) * (D0 / v)) / Real.cosh (D0 / v * x) ^ 2) x :=
    (cosh_deriv (D0 / v) x).inv (Real.cosh_pos _).ne'
  refine h.congr_deriv ?_
  simp only [kink, soliton]
  generalize D0 / v * x = u
  have hc := (Real.cosh_pos u).ne'
  rw [sinh_eq_mul u]
  field_simp
```

**(k)** Show that $\operatorname{sech}^2$ is integrable.

Since $|\sinh u|\ge|u|$, we have $\cosh^2u=1+\sinh^2u\ge1+u^2$. Therefore $\operatorname{sech}^2u\le1/(1+u^2)$, which is integrable. Lean treats the two signs of $u$ separately.

```lean
lemma sech_sq_integrable : Integrable (fun u : ℝ => ((Real.cosh u)⁻¹) ^ 2) := by
  refine integrable_inv_one_add_sq.mono'
    ((Real.continuous_cosh.inv₀ fun u => (Real.cosh_pos u).ne').pow 2).aestronglyMeasurable
    (ae_of_all _ fun u => ?_)
  rw [Real.norm_of_nonneg (sq_nonneg _), inv_pow]
  apply inv_anti₀ (by positivity)
  rw [Real.cosh_sq]
  rcases le_total 0 u with h | h
  · nlinarith [Real.self_le_sinh_iff.2 h]
  · nlinarith [Real.sinh_le_self_iff.2 h]
```

**(l)** Find the limit of $\tanh x$ as $x\to\infty$.

Write $\tanh x=1-2/(e^{2x}+1)$. The fraction tends to zero, so the limit is $1$.

```lean
lemma tanh_atTop : Tendsto Real.tanh atTop (𝓝 1) := by
  have e : Real.tanh = fun x => 1 - 2 * (Real.exp (2 * x) + 1)⁻¹ := by
    funext x
    have h2 : Real.exp (2 * x) = Real.exp x * Real.exp x := by
      rw [← Real.exp_add]
      ring_nf
    rw [Real.tanh_eq_sinh_div_cosh, Real.sinh_eq, Real.cosh_eq, h2, Real.exp_neg]
    have hp := Real.exp_pos x
    generalize Real.exp x = y at *
    have h3 : y * y + 1 ≠ 0 := by positivity
    have h4 : (y + y⁻¹) / 2 ≠ 0 := by positivity
    rw [div_eq_iff h4]
    field_simp
    ring
  have h : Tendsto (fun x : ℝ => (Real.exp (2 * x) + 1)⁻¹) atTop (𝓝 0) :=
    tendsto_inv_atTop_zero.comp (tendsto_atTop_add_const_right _ 1
      (Real.tendsto_exp_atTop.comp (tendsto_id.const_mul_atTop two_pos)))
  rw [e]
  simpa using (h.const_mul 2).const_sub 1
```

**(m)** Compute the norm of the sech profile.

By oddness $\tanh\to-1$ at $-\infty$. With (a), $\int\operatorname{sech}^2u\,du=1-(-1)=2$, and the substitution $x=\xi u$ gives

$$\int_{-\infty}^{\infty}\operatorname{sech}^2(x/\xi)\,dx=2\xi .$$

The normalised state is thus $(2\xi)^{-1/2}\operatorname{sech}(x/\xi)$, up to a phase. The theorem states both the integrability and the value $2v/D_0$.

```lean
/-- The square of `sech(x/ξ)` is integrable and its integral is `2ξ = 2v/D0`. -/
theorem soliton_norm {v D0 : ℝ} (hv : 0 < v) (hD : 0 < D0) :
    Integrable (fun x => soliton v D0 x ^ 2) ∧
      ∫ x, soliton v D0 x ^ 2 = 2 * (v / D0) := by
  have hbot : Tendsto Real.tanh atBot (𝓝 (-1)) := by
    have h := (tanh_atTop.comp tendsto_neg_atBot_atTop).neg
    refine h.congr fun x => ?_
    simp [Real.tanh_neg]
  have h1 := integral_of_hasDerivAt_of_tendsto tanh_deriv sech_sq_integrable hbot tanh_atTop
  have hp : 0 < (D0 / v)⁻¹ := by positivity
  refine ⟨sech_sq_integrable.comp_mul_left' (div_pos hD hv).ne', ?_⟩
  have h := Measure.integral_comp_mul_left (fun u : ℝ => ((Real.cosh u)⁻¹) ^ 2) (D0 / v)
  rw [h1, abs_of_pos hp, inv_div, smul_eq_mul] at h
  refine h.trans ?_
  ring
```

**(n)** Determine all bound states with $|E|\le D_0$.

Let $(f,g)$ be a nonzero square-integrable solution. By (f), $g''=kg$ with $k=(D_0^2-E^2)/v^2\ge0$, so $g=0$ by (g). The second equation becomes $Ef=0$. Since $f$ is not identically zero, $E=0$. The first equation is then $vf'+Df=0$, and (i) gives $f=c\operatorname{sech}(x/\xi)$ with $c=f(0)\neq0$.

Conversely, let $E=0$, $g=0$ and $f=c\operatorname{sech}(x/\xi)$ with $c\neq0$. Both equations hold by (j), $f$ is square-integrable by (m), and $f(0)=c\neq0$.

At $E=0$ the emptiness of the second sublattice is also visible directly: $vg'=Dg$ is solved by multiples of $\cosh(x/\xi)$, which grow in both directions.

In `midgap_state_iff`, the left side of the equivalence says that $(f,g)$ is stationary at energy $E$, that both densities are integrable, and that at least one amplitude is not the zero function. The right side lists the solutions. The two bullets after `constructor` are the two directions above; the first uses only the integrability of $|g|^2$.

```lean
/-- For `|E| ≤ D0`, the nonzero square-integrable solutions are exactly those with `E = 0`,
`g = 0` and `f` a nonzero multiple of `sech(x/ξ)`. -/
theorem midgap_state_iff {v D0 E : ℝ} (hv : 0 < v) (hD : 0 < D0) (hE : |E| ≤ D0)
    (f g : ℝ → ℂ) :
    (IsStationary v D0 E f g ∧ Integrable (fun x => ‖f x‖ ^ 2) ∧
      Integrable (fun x => ‖g x‖ ^ 2) ∧ (f ≠ 0 ∨ g ≠ 0)) ↔
    (E = 0 ∧ g = 0 ∧ ∃ c : ℂ, c ≠ 0 ∧ f = fun x => soliton v D0 x • c) := by
  have hd0 : ∀ x, deriv (0 : ℝ → ℂ) x = 0 := fun x => deriv_const x (0 : ℂ)
  constructor
  · rintro ⟨h, -, hgi, hne⟩
    have hk : 0 ≤ (D0 ^ 2 - E ^ 2) / v ^ 2 := by
      obtain ⟨ha, hb⟩ := abs_le.mp hE
      apply div_nonneg _ (sq_nonneg v)
      nlinarith [mul_nonneg (sub_nonneg.2 hb) (by linarith : 0 ≤ D0 + E)]
    -- the second sublattice is empty
    have hg : g = 0 := funext fun x => free_no_bound_state hk
      (fun y => (h.diff_g y).hasDerivAt) (partner_is_free hv.ne' h) hgi x
    subst hg
    have hf : f ≠ 0 := hne.resolve_right fun h => h rfl
    obtain ⟨y, hy⟩ := Function.ne_iff.mp hf
    have hEf : E • f y = 0 := by
      rw [← h.eq_g y, hd0]
      simp
    have hE0 : E = 0 := (smul_eq_zero.mp hEf).resolve_right hy
    have hs := zero_mode_unique hv.ne' h.diff_f (fun x => by rw [h.eq_f x]; simp)
    refine ⟨hE0, rfl, f 0, fun h0 => hy ?_, funext hs⟩
    rw [hs y, h0, smul_zero]
    rfl
  · rintro ⟨rfl, rfl, c, hc, rfl⟩
    have hd := fun x => (soliton_deriv hv.ne' D0 x).smul_const c
    refine ⟨⟨fun x => (hd x).differentiableAt, differentiable_const (0 : ℂ),
      fun x => ?_, fun x => ?_⟩, ?_, by simp, Or.inl fun h => hc ?_⟩
    · have e : v * (-(kink v D0 x / v) * soliton v D0 x)
          = -(kink v D0 x * soliton v D0 x) := by
        field_simp
      rw [(hd x).deriv, smul_smul v, e]
      simp only [Pi.zero_apply]
      module
    · rw [hd0]
      simp
    · simpa only [norm_smul, mul_pow, Real.norm_eq_abs, sq_abs] using
        (soliton_norm hv hD).1.mul_const (‖c‖ ^ 2)
    · have h0 := congrFun h 0
      simpa [soliton] using h0

end

end PeierlsKinkMidgap
```

```lean
#print axioms PeierlsKinkMidgap.kink_identity
#print axioms PeierlsKinkMidgap.midgap_state_iff
```

```
'PeierlsKinkMidgap.kink_identity' depends on axioms: [propext, Classical.choice, Quot.sound]
'PeierlsKinkMidgap.midgap_state_iff' depends on axioms: [propext, Classical.choice, Quot.sound]
```
